# Products of two polynomials of degree at most L on the unit sphere span a space of dimension (2L+1)²

An auxiliary basis for density fitting can be cut off too early in angular momentum. If the orbitals on an atom include all angular momenta up to L and the auxiliary functions on that atom stop below 2L, some one-centre products cannot be represented exactly by those functions, however many radial functions are added. The opposite error is to size the angular part by the number of orbital pairs, which grows like L⁴, although the angular parts of these products have many linear relations among them.

## The product space and its dimension

Let V(n) be the space of real functions on the unit sphere x² + y² + z² = 1 that are restrictions of real polynomials of total degree at most n. For all natural numbers L, M and n:

span { f g : f ∈ V(L), g ∈ V(M) } = V(L+M)

dim V(n) = (n+1)²

For L = M the products span V(2L), of dimension (2L+1)². Moreover, V(n) contains every product f g exactly when L + M ≤ n. With d = dim V(L) = (L+1)², the product dimension is strictly below the number d(d+1)/2 of unordered pairs once L ≥ 1.

V(n) is the span of the real spherical harmonics with angular momentum at most n, a standard identification used here only to interpret the result.

## Where a fitting code meets the limit 2L

The result fixes the highest angular momentum needed for exact one-centre products when the orbital set contains every angular function up to L. It also gives a rank check: if all these orbitals have the same full radial function R(r), as Slater functions with one principal quantum number and one exponent do, their products span a space of dimension exactly (2L+1)². For s, p and d functions this is 25, against 45 pairs. For s and p it is 9 against 10, and the one relation is x·x + y·y + z·z = 1·1 on the unit sphere. Gaussian s and p functions with a common exponent do not meet the condition: the p functions carry an extra factor r, the sum of squares gives r² instead of 1, and all ten products are independent.

## Splitting monomials and eliminating z²

**The span.** If p and q have degrees at most L and M, then pq has degree at most L+M, so every product lies in V(L+M). Conversely, take x^a y^b z^c with a+b+c ≤ L+M. Move factors into a first monomial until it has degree L or nothing is left. The remainder has degree at most M, so the monomial is a product of the required kind. Such monomials generate V(L+M).

In Lean, `mono_mem` and `angularSpace_le` supply the two facts about monomials. `productSpace_eq` writes the split with `min` and subtraction, and `omega` checks the degrees.

**A generating set for V(n).** On the sphere z² = 1 − x² − y², hence

x^a y^b z^(c+2) = x^a y^b z^c − x^(a+2) y^b z^c − x^a y^(b+2) z^c.

No term on the right exceeds the degree on the left, and the power of z has dropped by two. Repetition leaves only powers 0 and 1. Label these monomials by i, j = 0, …, n:

x^i y^j if i+j ≤ n

z x^(n−i) y^(n−j) if i+j > n

In the second case the total degree is 1 + 2n − i − j ≤ n. Every monomial of degree at most n with z-exponent 0 or 1 occurs once, so there are (n+1)² of them. This is `sphereBasis`; the recursion in `mono_mem_span` carries out the reduction, with `linear_combination` using the sphere equation.

**Independence.** A vanishing combination has the form

A(x,y) + z B(x,y) = 0

on the sphere. For x and y in (0, 1/2), x² + y² < 1/2, so z = √(1 − x² − y²) is positive. The points (x,y,z) and (x,y,−z) give A + zB = 0 and A − zB = 0, hence A = B = 0 on that square. For fixed y, A is a polynomial in x with infinitely many zeros, so each of its coefficients vanishes. Those coefficients are polynomials in y that vanish on an interval, so their coefficients vanish too. The same holds for B.

In `sphereBasis_independent`, `key` is the even–odd split, `height` provides z, and `two` applies the one-variable lemma `coeff_zero` twice. `finrank_angularSpace` then counts the basis.

**The degree limit and the pair count.** If V(n) contains all products, it contains V(L+M), so (L+M+1)² ≤ (n+1)² and L+M ≤ n. The converse follows from V(L+M) ⊆ V(n). For the pair count put L = k+1:

d(d+1) − 2(2L+1)² = k⁴ + 8k³ + 17k² + 12k + 2 > 0.

`auxiliary_degree_iff` and `product_rank_lt_pairs` follow these two arguments, with `nlinarith` closing the inequalities.

```lean
import Mathlib

open Module

namespace SphereOrbitalProducts

noncomputable section

/-- The unit sphere in three-dimensional space. -/
abbrev Sphere := {v : Fin 3 → ℝ // v 0 ^ 2 + v 1 ^ 2 + v 2 ^ 2 = 1}

/-- The angular functions of degree at most `n`: restrictions to the unit sphere of real
polynomials in `x, y, z` of total degree at most `n`. -/
def angularSpace (n : ℕ) : Submodule ℝ (Sphere → ℝ) where
  carrier := {f | ∃ p : MvPolynomial (Fin 3) ℝ,
    p.totalDegree ≤ n ∧ ∀ v : Sphere, f v = MvPolynomial.eval v.1 p}
  zero_mem' := ⟨0, by simp, fun v => by simp⟩
  add_mem' := by
    rintro f g ⟨p, hp, hf⟩ ⟨q, hq, hg⟩
    exact ⟨p + q, (MvPolynomial.totalDegree_add p q).trans (max_le hp hq),
      fun v => by simp [hf, hg]⟩
  smul_mem' := by
    rintro c f ⟨p, hp, hf⟩
    refine ⟨MvPolynomial.C c * p, ?_, fun v => by simp [hf]⟩
    have h := MvPolynomial.totalDegree_mul (MvPolynomial.C c) p
    rw [MvPolynomial.totalDegree_C] at h
    omega

/-- The span of all pointwise products of an angular function of degree at most `L` with one
of degree at most `M`. -/
def productSpace (L M : ℕ) : Submodule ℝ (Sphere → ℝ) :=
  Submodule.span ℝ {h | ∃ f ∈ angularSpace L, ∃ g ∈ angularSpace M, h = f * g}

/-- The monomial `x^a y^b z^c` as a function on the sphere. -/
def mono (a b c : ℕ) : Sphere → ℝ := fun v => v.1 0 ^ a * v.1 1 ^ b * v.1 2 ^ c

/-- Monomials at most linear in `z`, labelled by a square array: `x^i y^j` if `i + j ≤ n`,
and `z x^(n-i) y^(n-j)` otherwise. -/
def sphereBasis (n : ℕ) (p : Fin (n + 1) × Fin (n + 1)) : Sphere → ℝ :=
  if (p.1 : ℕ) + (p.2 : ℕ) ≤ n then mono p.1 p.2 0 else mono (n - p.1) (n - p.2) 1

/-- A monomial of degree at most `n` restricts to an angular function of degree at most `n`. -/
theorem mono_mem {a b c n : ℕ} (h : a + b + c ≤ n) : mono a b c ∈ angularSpace n := by
  let X : Fin 3 → MvPolynomial (Fin 3) ℝ := MvPolynomial.X
  have h1 := MvPolynomial.totalDegree_mul (X 0 ^ a * X 1 ^ b) (X 2 ^ c)
  have h2 := MvPolynomial.totalDegree_mul (X 0 ^ a) (X 1 ^ b)
  have hX : ∀ i k, (X i ^ k).totalDegree = k := fun i k => MvPolynomial.totalDegree_X_pow i k
  rw [hX] at h1
  rw [hX, hX] at h2
  exact ⟨X 0 ^ a * X 1 ^ b * X 2 ^ c, by omega, fun v => by simp [X, mono]⟩

/-- A linear space of functions on the sphere that contains all monomials of degree at most
`n` contains all angular functions of degree at most `n`. -/
theorem angularSpace_le {n : ℕ} {W : Submodule ℝ (Sphere → ℝ)}
    (h : ∀ a b c, a + b + c ≤ n → mono a b c ∈ W) : angularSpace n ≤ W := by
  rintro f ⟨p, hp, hf⟩
  have hsum : f = ∑ d ∈ p.support, p.coeff d • mono (d 0) (d 1) (d 2) := by
    funext v
    rw [hf, MvPolynomial.eval_eq']
    simp only [Finset.sum_apply, Pi.smul_apply, smul_eq_mul, mono, Fin.prod_univ_three]
  rw [hsum]
  refine Submodule.sum_mem _ fun d hd => Submodule.smul_mem _ _ (h _ _ _ ?_)
  have h1 := MvPolynomial.le_totalDegree hd
  have h2 : (d.sum fun _ e => e) = d 0 + d 1 + d 2 := by
    rw [Finsupp.sum_fintype _ _ (fun _ => rfl), Fin.sum_univ_three]
  omega

/-- Products of angular functions of degrees at most `L` and at most `M` span exactly the
angular functions of degree at most `L + M`. -/
theorem productSpace_eq (L M : ℕ) : productSpace L M = angularSpace (L + M) := by
  apply le_antisymm
  · refine Submodule.span_le.2 ?_
    rintro _ ⟨f, ⟨p, hp, hf⟩, g, ⟨q, hq, hg⟩, rfl⟩
    exact ⟨p * q, (MvPolynomial.totalDegree_mul p q).trans (by omega),
      fun v => by simp [hf, hg]⟩
  · refine angularSpace_le fun a b c h => ?_
    -- distribute the exponents over the two factors
    obtain ⟨a₁, a₂, b₁, b₂, c₁, c₂, rfl, rfl, rfl, h1, h2⟩ : ∃ a₁ a₂ b₁ b₂ c₁ c₂ : ℕ,
        a = a₁ + a₂ ∧ b = b₁ + b₂ ∧ c = c₁ + c₂ ∧ a₁ + b₁ + c₁ ≤ L ∧ a₂ + b₂ + c₂ ≤ M := by
      refine ⟨min a L, a - L, min b (L - a), b - (L - a), min c (L - a - b),
        c - (L - a - b), ?_, ?_, ?_, ?_, ?_⟩ <;> omega
    refine Submodule.subset_span ⟨_, mono_mem h1, _, mono_mem h2, ?_⟩
    funext v
    simp only [mono, Pi.mul_apply]
    ring

/-- On the sphere every monomial of degree at most `n` is a combination of monomials of degree
at most `n` that are at most linear in `z`. -/
theorem mono_mem_span (n : ℕ) : ∀ c a b : ℕ, a + b + c ≤ n →
    mono a b c ∈ Submodule.span ℝ (Set.range (sphereBasis n))
  | 0, a, b, h => by
    have h1 : a + b ≤ n := by omega
    refine Submodule.subset_span ⟨(⟨a, by omega⟩, ⟨b, by omega⟩), ?_⟩
    simp only [sphereBasis, if_pos h1]
  | 1, a, b, h => by
    have h1 : ¬ (n - a + (n - b) ≤ n) := by omega
    have h2 : n - (n - a) = a := by omega
    have h3 : n - (n - b) = b := by omega
    refine Submodule.subset_span ⟨(⟨n - a, by omega⟩, ⟨n - b, by omega⟩), ?_⟩
    simp only [sphereBasis, if_neg h1, h2, h3]
  | c + 2, a, b, h => by
    -- replace z² by 1 - x² - y²
    have e : mono a b (c + 2) = mono a b c - mono (a + 2) b c - mono a (b + 2) c := by
      funext v
      simp only [mono, Pi.sub_apply]
      linear_combination (v.1 0 ^ a * v.1 1 ^ b * v.1 2 ^ c) * v.2
    rw [e]
    exact Submodule.sub_mem _ (Submodule.sub_mem _ (mono_mem_span n c a b (by omega))
      (mono_mem_span n c (a + 2) b (by omega))) (mono_mem_span n c a (b + 2) (by omega))

/-- A combination of distinct powers of one variable that vanishes on `(0, 1/2)` has zero
coefficients. -/
theorem coeff_zero {N : ℕ} (e : Fin N → ℕ) (he : Function.Injective e) (c : Fin N → ℝ)
    (h : ∀ x ∈ Set.Ioo (0 : ℝ) (1 / 2), ∑ i, c i * x ^ e i = 0) (k : Fin N) : c k = 0 := by
  have hP : (∑ i, Polynomial.C (c i) * Polynomial.X ^ e i) = 0 :=
    Polynomial.eq_zero_of_infinite_isRoot _
      ((Set.Ioo_infinite (by norm_num : (0 : ℝ) < 1 / 2)).mono fun x hx => by
        simpa [Polynomial.IsRoot, Polynomial.eval_finsetSum] using h x hx)
  have hk := congrArg (fun p => Polynomial.coeff p (e k)) hP
  simpa [Polynomial.finsetSum_coeff, Polynomial.coeff_X_pow, he.eq_iff] using hk

/-- The monomials of `sphereBasis n` are linearly independent as functions on the sphere. -/
theorem sphereBasis_independent (n : ℕ) : LinearIndependent ℝ (sphereBasis n) := by
  rw [Fintype.linearIndependent_iff]
  intro g hg
  have two : ∀ (e : Fin (n + 1) → ℕ), Function.Injective e →
      ∀ c : Fin (n + 1) → Fin (n + 1) → ℝ,
      (∀ x ∈ Set.Ioo (0 : ℝ) (1 / 2), ∀ y ∈ Set.Ioo (0 : ℝ) (1 / 2),
        ∑ i, ∑ j, c i j * (x ^ e i * y ^ e j) = 0) → ∀ i j, c i j = 0 := by
    intro e he c h i
    refine coeff_zero e he (c i) fun y hy => ?_
    refine coeff_zero e he (fun i => ∑ j, c i j * y ^ e j) (fun x hx => ?_) i
    refine Eq.trans ?_ (h x hx y hy)
    refine Finset.sum_congr rfl fun i _ => ?_
    rw [Finset.sum_mul]
    exact Finset.sum_congr rfl fun j _ => by ring
  -- split the vanishing combination into parts even and odd in z
  have key : ∀ x y z : ℝ, x ^ 2 + y ^ 2 + z ^ 2 = 1 →
      (∑ i : Fin (n + 1), ∑ j : Fin (n + 1),
        (if (i : ℕ) + (j : ℕ) ≤ n then g (i, j) else 0) * (x ^ (i : ℕ) * y ^ (j : ℕ))) +
      z * (∑ i : Fin (n + 1), ∑ j : Fin (n + 1),
        (if (i : ℕ) + (j : ℕ) ≤ n then 0 else g (i, j)) *
          (x ^ (n - (i : ℕ)) * y ^ (n - (j : ℕ)))) = 0 := by
    intro x y z hz
    have h := congrFun hg ⟨![x, y, z], hz⟩
    rw [Fintype.sum_prod_type] at h
    simp only [Finset.sum_apply, Pi.smul_apply, smul_eq_mul, Pi.zero_apply] at h
    refine Eq.trans ?_ h
    simp only [Finset.mul_sum, ← Finset.sum_add_distrib]
    refine Finset.sum_congr rfl fun i _ => Finset.sum_congr rfl fun j _ => ?_
    by_cases hij : (i : ℕ) + (j : ℕ) ≤ n
    · simp only [sphereBasis, mono, if_pos hij]
      change _ = g (i, j) * (x ^ (i : ℕ) * y ^ (j : ℕ) * z ^ 0)
      ring
    · simp only [sphereBasis, mono, if_neg hij]
      change _ = g (i, j) * (x ^ (n - (i : ℕ)) * y ^ (n - (j : ℕ)) * z ^ 1)
      ring
  have height : ∀ x ∈ Set.Ioo (0 : ℝ) (1 / 2), ∀ y ∈ Set.Ioo (0 : ℝ) (1 / 2),
      ∃ z : ℝ, z ≠ 0 ∧ x ^ 2 + y ^ 2 + z ^ 2 = 1 := by
    intro x hx y hy
    have h : 0 < 1 - x ^ 2 - y ^ 2 := by
      nlinarith [mul_pos hx.1 (sub_pos.2 hx.2), mul_pos hy.1 (sub_pos.2 hy.2), hx.2, hy.2]
    exact ⟨√(1 - x ^ 2 - y ^ 2), (Real.sqrt_pos.2 h).ne', by rw [Real.sq_sqrt h.le]; ring⟩
  -- compare the points (x, y, z) and (x, y, -z)
  have hA := two (fun i => (i : ℕ)) Fin.val_injective
    (fun i j => if (i : ℕ) + (j : ℕ) ≤ n then g (i, j) else 0) (by
      intro x hx y hy
      obtain ⟨z, -, hz⟩ := height x hx y hy
      have h1 := key x y z hz
      have h2 := key x y (-z) (by rw [neg_sq]; exact hz)
      linarith)
  have hB := two (fun i => n - (i : ℕ)) (fun i j h => Fin.ext (by
      have h' : n - (i : ℕ) = n - (j : ℕ) := h
      omega))
    (fun i j => if (i : ℕ) + (j : ℕ) ≤ n then 0 else g (i, j)) (by
      intro x hx y hy
      obtain ⟨z, hz0, hz⟩ := height x hx y hy
      have h1 := key x y z hz
      have h2 := key x y (-z) (by rw [neg_sq]; exact hz)
      apply mul_left_cancel₀ hz0
      linarith)
  rintro ⟨i, j⟩
  by_cases hij : (i : ℕ) + (j : ℕ) ≤ n
  · exact (if_pos hij).symm.trans (hA i j)
  · exact (if_neg hij).symm.trans (hB i j)

/-- The angular functions of degree at most `n` form a space of dimension `(n + 1)^2`. -/
theorem finrank_angularSpace (n : ℕ) : finrank ℝ (angularSpace n) = (n + 1) ^ 2 := by
  have e : angularSpace n = Submodule.span ℝ (Set.range (sphereBasis n)) := by
    refine le_antisymm (angularSpace_le fun a b c h => mono_mem_span n c a b h) ?_
    refine Submodule.span_le.2 ?_
    rintro _ ⟨⟨i, j⟩, rfl⟩
    by_cases hij : (i : ℕ) + (j : ℕ) ≤ n
    · simp only [sphereBasis, if_pos hij]
      exact mono_mem (by omega)
    · simp only [sphereBasis, if_neg hij]
      exact mono_mem (by omega)
  rw [e, finrank_span_eq_card (sphereBasis_independent n), Fintype.card_prod,
    Fintype.card_fin, sq]

/-- Products of two angular functions of degree at most `L` span exactly the angular functions
of degree at most `2L`, a space of dimension `(2L + 1)^2`. -/
theorem orbital_product_space (L : ℕ) :
    productSpace L L = angularSpace (2 * L) ∧
      finrank ℝ (productSpace L L) = (2 * L + 1) ^ 2 := by
  have h : productSpace L L = angularSpace (2 * L) := by rw [productSpace_eq, two_mul]
  exact ⟨h, by rw [h, finrank_angularSpace]⟩

/-- The angular functions of degree at most `n` contain every product of functions of degrees
at most `L` and at most `M` exactly when `n` is at least `L + M`. -/
theorem auxiliary_degree_iff (L M n : ℕ) :
    (∀ f ∈ angularSpace L, ∀ g ∈ angularSpace M, f * g ∈ angularSpace n) ↔ L + M ≤ n := by
  constructor
  · intro h
    have hle : angularSpace (L + M) ≤ angularSpace n := by
      rw [← productSpace_eq]
      refine Submodule.span_le.2 ?_
      rintro _ ⟨f, hf, g, hg, rfl⟩
      exact h f hf g hg
    have : Module.Finite ℝ (angularSpace n) :=
      Module.finite_of_finrank_pos (by rw [finrank_angularSpace]; positivity)
    -- compare dimensions
    have hd := Submodule.finrank_mono hle
    rw [finrank_angularSpace, finrank_angularSpace] at hd
    by_contra hn
    have hn' : n + 1 ≤ L + M := by omega
    nlinarith
  · intro h f hf g hg
    have hfg : f * g ∈ productSpace L M := Submodule.subset_span ⟨f, hf, g, hg, rfl⟩
    rw [productSpace_eq] at hfg
    exact angularSpace_le (fun a b c habc => mono_mem (habc.trans h)) hfg

/-- For `L ≥ 1` the dimension of the product space is strictly below the number `d(d+1)/2` of
unordered pairs from a basis of the `d`-dimensional space of degree at most `L`. -/
theorem product_rank_lt_pairs (L : ℕ) (hL : 1 ≤ L) :
    2 * finrank ℝ (productSpace L L) <
      finrank ℝ (angularSpace L) * (finrank ℝ (angularSpace L) + 1) := by
  rw [(orbital_product_space L).2, finrank_angularSpace]
  obtain ⟨k, rfl⟩ := Nat.exists_eq_add_of_le hL
  nlinarith [Nat.zero_le (k ^ 4), Nat.zero_le (k ^ 3), Nat.zero_le (k ^ 2)]

end

end SphereOrbitalProducts
```

```lean
#print axioms SphereOrbitalProducts.orbital_product_space
#print axioms SphereOrbitalProducts.auxiliary_degree_iff
#print axioms SphereOrbitalProducts.product_rank_lt_pairs
```

```
'SphereOrbitalProducts.orbital_product_space' depends on axioms: [propext, Classical.choice, Quot.sound]
'SphereOrbitalProducts.auxiliary_degree_iff' depends on axioms: [propext, Classical.choice, Quot.sound]
'SphereOrbitalProducts.product_rank_lt_pairs' depends on axioms: [propext, Classical.choice, Quot.sound]
```

## What the statements mean for real orbital sets

A point of `Sphere` is a triple of real numbers together with the equation of the sphere; its components 0, 1 and 2 are x, y and z. `angularSpace n` is V(n): a function belongs to it if at least one polynomial of degree at most `n` reproduces it on the sphere. `productSpace L M` is the linear span of the pointwise products `f * g`, and `finrank ℝ` is the dimension over the reals. `orbital_product_space` combines the span and the dimension for L = M. `product_rank_lt_pairs` is doubled on both sides to avoid a division; its condition `1 ≤ L` excludes L = 0, where both counts are 1.

The theorems concern angular functions on one centre. Radial functions do not appear, so orbitals with different radial parts can have more independent products than (2L+1)². Products of orbitals on two atoms are a different problem. The space V(L) is also complete up to degree L: a set with missing shells may need fewer auxiliary functions.

Finally, the degree limit is about exact representation. It gives no estimate of the energy error when an auxiliary basis is truncated below 2L, and such a truncation may be acceptable for a given accuracy.
